# Line weights for net emission and net absorption of p vibrational quanta differ by the factor r^p, where r is the ratio of mean emitted to mean absorbed quanta

The theorem `lineWeight_balance` concerns a vibrational line with net emission of p quanta, whose weight is exp(−a − b) times the sum of aᵐ/m! · bⁿ/n! over all emitted numbers m and absorbed numbers n with m − n = p. It states that if a = rb, with r real and non-zero, the weight of line p is r^p times that of line −p. Here b may be any real number, though the reading of a and b as mean numbers of quanta needs them non-negative. The proof exchanges m and n in the sum and then compares the two sides term by term, according to whether the pair contributes to the line.

Lean 4 with Mathlib refuses this proof:

```lean
import Mathlib

namespace DisplacedOscillatorBalance

noncomputable section

/-- Unnormalised weight for emitting `q.1` and absorbing `q.2` vibrational quanta,
with mean numbers `a` and `b`. -/
def pairTerm (a b : ℝ) (q : ℕ × ℕ) : ℝ :=
  a ^ q.1 / (q.1.factorial : ℝ) * (b ^ q.2 / (q.2.factorial : ℝ))

/-- Weight of the line with net emission of `p` quanta: the sum over all pairs of
emitted and absorbed numbers whose difference is `p`. -/
def lineWeight (a b : ℝ) (p : ℤ) : ℝ :=
  Real.exp (-a - b) *
    ∑' q : ℕ × ℕ, if (q.1 : ℤ) - (q.2 : ℤ) = p then pairTerm a b q else 0

/-- If the mean emitted number is `r` times the mean absorbed number, with `r ≠ 0`, the weight of
line `p` is `r ^ p` times the weight of line `-p`. -/
theorem lineWeight_balance {r : ℝ} (hr : r ≠ 0) (b : ℝ) (p : ℤ) :
    lineWeight (r * b) b p = r ^ p * lineWeight (r * b) b (-p) := by
  have key : (∑' q : ℕ × ℕ,
        if (q.1 : ℤ) - (q.2 : ℤ) = p then pairTerm (r * b) b q else 0) =
      r ^ p * ∑' q : ℕ × ℕ,
        if (q.1 : ℤ) - (q.2 : ℤ) = -p then pairTerm (r * b) b q else 0 := by
    rw [← tsum_mul_left]
    -- exchange the roles of emitted and absorbed quanta
    refine ((Equiv.prodComm ℕ ℕ).tsum_eq _).symm.trans (tsum_congr ?_)
    rintro ⟨i, j⟩
    simp only [Equiv.prodComm_apply, Prod.swap_prod_mk]
    by_cases h : (j : ℤ) - (i : ℤ) = p
    · have h' : (i : ℤ) - (j : ℤ) = -p := by omega
      have hj : r ^ j = r ^ p * r ^ i := by
        rw [← zpow_natCast r j, ← zpow_natCast r i, ← zpow_add₀ hr]
        congr 1
        omega
      rw [if_pos h, if_pos h']
      simp only [pairTerm, mul_pow]
      rw [hj]
      ring
    · have h' : ¬ (i : ℤ) - (j : ℤ) = -p := by omega
      rw [if_neg h, if_neg h', mul_zero]
  unfold lineWeight
  rw [key]
  ring

end

end DisplacedOscillatorBalance
```

The error:

```
Main.lean:37:10: error: Tactic `rewrite` failed: Did not find an occurrence of the pattern
  if ↑j - ↑i = p then ?m.213 else ?m.214
in the target expression
  (if ↑j - ↑i = p then pairTerm (r * b) b (j, i) else 0) = r ^ p * if ↑i - ↑j = -p then pairTerm (r * b) b (i, j) else 0

case pos
r : ℝ
hr : r ≠ 0
b : ℝ
p : ℤ
i j : ℕ
h : ↑j - ↑i = p
h' : ↑i - ↑j = -p
hj : r ^ j = r ^ p * r ^ i
⊢ (if ↑j - ↑i = p then pairTerm (r * b) b (j, i) else 0) = r ^ p * if ↑i - ↑j = -p then pairTerm (r * b) b (i, j) else 0

Note: The target expression is not type-correct under the `implicit` transparency level, which may have triggered the failure. This is usually caused by unfolding of semireducible definitions in prior tactic steps. Use `set_option linter.tacticCheckInstances true` to investigate the source of the issue.
Full error:
  Application type mismatch: The argument
    (↑((Equiv.prodComm ℕ ℕ) (i, j)).1 - ↑((Equiv.prodComm ℕ ℕ) (i, j)).2).instDecidableEq p
  has type
    Decidable (↑((Equiv.prodComm ℕ ℕ) (i, j)).1 - ↑((Equiv.prodComm ℕ ℕ) (i, j)).2 = p)
  but is expected to have type
    Decidable (↑j - ↑i = p)
  in the application
    @ite ℝ (↑j - ↑i = p) ((↑((Equiv.prodComm ℕ ℕ) (i, j)).1 - ↑((Equiv.prodComm ℕ ℕ) (i, j)).2).instDecidableEq p)
Main.lean:42:10: error: Tactic `rewrite` failed: Did not find an occurrence of the pattern
  if ↑j - ↑i = p then ?m.231 else ?m.232
in the target expression
  (if ↑j - ↑i = p then pairTerm (r * b) b (j, i) else 0) = r ^ p * if ↑i - ↑j = -p then pairTerm (r * b) b (i, j) else 0

case neg
r : ℝ
hr : r ≠ 0
b : ℝ
p : ℤ
i j : ℕ
h : ¬↑j - ↑i = p
h' : ¬↑i - ↑j = -p
⊢ (if ↑j - ↑i = p then pairTerm (r * b) b (j, i) else 0) = r ^ p * if ↑i - ↑j = -p then pairTerm (r * b) b (i, j) else 0

Note: The target expression is not type-correct under the `implicit` transparency level, which may have triggered the failure. This is usually caused by unfolding of semireducible definitions in prior tactic steps. Use `set_option linter.tacticCheckInstances true` to investigate the source of the issue.
Full error:
  Application type mismatch: The argument
    (↑((Equiv.prodComm ℕ ℕ) (i, j)).1 - ↑((Equiv.prodComm ℕ ℕ) (i, j)).2).instDecidableEq p
  has type
    Decidable (↑((Equiv.prodComm ℕ ℕ) (i, j)).1 - ↑((Equiv.prodComm ℕ ℕ) (i, j)).2 = p)
  but is expected to have type
    Decidable (↑j - ↑i = p)
  in the application
    @ite ℝ (↑j - ↑i = p) ((↑((Equiv.prodComm ℕ ℕ) (i, j)).1 - ↑((Equiv.prodComm ℕ ℕ) (i, j)).2).instDecidableEq p)
```

As a diff, the version that Lean accepts:

```diff
@@ -28,5 +28,6 @@
     refine ((Equiv.prodComm ℕ ℕ).tsum_eq _).symm.trans (tsum_congr ?_)
     rintro ⟨i, j⟩
-    simp only [Equiv.prodComm_apply, Prod.swap_prod_mk]
+    change (if (j : ℤ) - (i : ℤ) = p then pairTerm (r * b) b (j, i) else 0) =
+      r ^ p * (if (i : ℤ) - (j : ℤ) = -p then pairTerm (r * b) b (i, j) else 0)
     by_cases h : (j : ℤ) - (i : ℤ) = p
     · have h' : (i : ℤ) - (j : ℤ) = -p := by omega
```

Cause. Both errors have the same cause: `rw` cannot find the `if` that `if_pos h`, or in the other case `if_neg h`, is meant to rewrite, although the goal appears to contain it. An `if` in Lean also carries a `Decidable` instance, which is not displayed. The `simp only` step simplified the visible condition to `↑j - ↑i = p`, but left an instance whose type still speaks of `(Equiv.prodComm ℕ ℕ) (i, j)`. The two conditions agree by definition, but only after unfolding that the matching in `rw` does not do, so the pattern fails to match.

The repair replaces `simp only` with `change`, which states the goal afresh with the pair already swapped. Lean accepts it because the old and new goals are equal by definition, and it builds new instances for the conditions as written. `if_pos h` and `if_neg h` then match, and the rest of the proof stands unchanged.
